# For a vector operator $X$ with $X\cdot L=0$, the eigenvalue of $\sigma\cdot L+1$ fixes $L^2$ on $v$ and on $(\sigma\cdot X)v$

A radial Dirac code that gives the small component the same orbital quantum number as the large one starts it with the wrong power of $r$ inside a finite nucleus and matches it to the wrong spherical Bessel function where the potential is constant. The file below derives both quantum numbers from one eigenvalue, that of $\sigma\cdot L+1$ with Pauli matrices $\sigma$ and orbital angular momentum $L$, for components linked by $\sigma\cdot X$, where $X$ is a vector operator with $X\cdot L=0$.

```lean
import Mathlib

open Complex (I)

namespace DiracKappaComponents

noncomputable section

variable {V : Type*} [AddCommGroup V] [Module ℂ V]

/-- The relations `[L_i, X_j] = i ε_ijk X_k`, written cyclically with indices modulo 3.
With `X = L` they are the angular momentum relations. -/
def IsVectorOperator (L X : Fin 3 → Module.End ℂ V) : Prop :=
  ∀ i, L i * X i - X i * L i = 0 ∧
    L i * X (i + 1) - X (i + 1) * L i = I • X (i + 2) ∧
    L i * X (i + 2) - X (i + 2) * L i = -(I • X (i + 1))

/-- The scalar product `a·b` of two triples of operators. -/
def dot (a b : Fin 3 → Module.End ℂ V) : Module.End ℂ V :=
  a 0 * b 0 + a 1 * b 1 + a 2 * b 2

/-- The action of `σ·a` on a two-component spinor, with the standard Pauli matrices. -/
def pauliDot (a : Fin 3 → Module.End ℂ V) (v : V × V) : V × V :=
  (a 2 v.1 + (a 0 v.2 - I • a 1 v.2), a 0 v.1 + I • a 1 v.1 - a 2 v.2)

/-- The operator `σ·L + 1` on two-component spinors. -/
def spinOrbitK (L : Fin 3 → Module.End ℂ V) (v : V × V) : V × V :=
  pauliDot L v + v

/-- A spin-independent operator acting on both spin components. -/
def onSpinor (T : Module.End ℂ V) (v : V × V) : V × V := (T v.1, T v.2)

variable {L X : Fin 3 → Module.End ℂ V}

/-- The commutation relations as rules for moving `L` past `X` in front of a vector. -/
theorem IsVectorOperator.exchange (h : IsVectorOperator L X) (i : Fin 3) (w : V) :
    L i (X i w) = X i (L i w) ∧
    L i (X (i + 1) w) = X (i + 1) (L i w) + I • X (i + 2) w ∧
    L i (X (i + 2) w) = X (i + 2) (L i w) - I • X (i + 1) w := by
  have key : ∀ a b c : Module.End ℂ V, a * b - b * a = c → a (b w) = b (a w) + c w := by
    intro a b c hc
    subst hc
    simp only [LinearMap.sub_apply, Module.End.mul_apply]
    abel
  have e1 := key _ _ _ (h i).1
  have e2 := key _ _ _ (h i).2.1
  have e3 := key _ _ _ (h i).2.2
  refine ⟨?_, ?_, ?_⟩
  · rw [LinearMap.zero_apply, add_zero] at e1
    exact e1
  · rw [LinearMap.smul_apply] at e2
    exact e2
  · rw [LinearMap.neg_apply, LinearMap.smul_apply, ← sub_eq_add_neg] at e3
    exact e3

/-- The operator `σ·a` is homogeneous: scalars pass through it. -/
theorem pauliDot_smul (a : Fin 3 → Module.End ℂ V) (c : ℂ) (v : V × V) :
    pauliDot a (c • v) = c • pauliDot a v := by
  apply Prod.ext <;>
  simp only [pauliDot, Prod.smul_fst, Prod.smul_snd, map_smul] <;> module

/-- For an angular momentum `L`, `(σ·L)² + σ·L = L²`. -/
theorem pauliDot_sq (hL : IsVectorOperator L L) (v : V × V) :
    pauliDot L (pauliDot L v) + pauliDot L v = onSpinor (dot L L) v := by
  -- one ordering rule for each pair of components
  have e0 : ∀ w, L 0 (L 1 w) = L 1 (L 0 w) + I • L 2 w := fun w => (hL.exchange 0 w).2.1
  have e1 : ∀ w, L 1 (L 2 w) = L 2 (L 1 w) + I • L 0 w := fun w => (hL.exchange 1 w).2.1
  have e2 : ∀ w, L 2 (L 0 w) = L 0 (L 2 w) + I • L 1 w := fun w => (hL.exchange 2 w).2.1
  apply Prod.ext <;>
  simp only [pauliDot, onSpinor, dot, Prod.fst_add, Prod.snd_add, map_add, map_sub, map_smul,
    LinearMap.add_apply, Module.End.mul_apply, e0, e1, e2, smul_add, smul_sub, smul_smul,
    Complex.I_mul_I] <;> module

/-- For any vector operator `X`, the anticommutator of `σ·L + 1` and `σ·X` is `2 X·L`. -/
theorem anticommutator (hX : IsVectorOperator L X) (v : V × V) :
    spinOrbitK L (pauliDot X v) + pauliDot X (spinOrbitK L v)
      = (2 : ℂ) • onSpinor (dot X L) v := by
  have e0 := hX.exchange 0
  have e1 := hX.exchange 1
  have e2 := hX.exchange 2
  simp only [Fin.isValue, Fin.reduceAdd] at e0 e1 e2
  -- move every L to the right of every X
  apply Prod.ext <;>
  simp only [spinOrbitK, pauliDot, onSpinor, dot, Prod.fst_add, Prod.snd_add, Prod.smul_fst,
    Prod.smul_snd, map_add, map_sub, map_smul, LinearMap.add_apply, Module.End.mul_apply,
    e0, e1, e2, smul_add, smul_sub, smul_smul, Complex.I_mul_I] <;> module

/-- For a vector operator `X`, `σ·L + 1` anticommutes with `σ·X` exactly when `X·L = 0`. -/
theorem anticommute_iff (hX : IsVectorOperator L X) :
    (∀ v, spinOrbitK L (pauliDot X v) = -pauliDot X (spinOrbitK L v)) ↔ dot X L = 0 := by
  constructor
  · intro hv
    refine LinearMap.ext fun w => ?_
    have e := anticommutator hX (w, 0)
    rw [hv, neg_add_cancel] at e
    have e1 := congrArg Prod.fst e
    simpa [onSpinor] using e1.symm
  · intro h0 v
    rw [eq_neg_iff_add_eq_zero, anticommutator hX, h0]
    simp [onSpinor]

/-- For an angular momentum `L`, if `(σ·L + 1)v = μ v`, then `L² v = μ(μ - 1) v`. -/
theorem orbital_sq_of_eigen (hL : IsVectorOperator L L) {μ : ℂ} {v : V × V}
    (hv : spinOrbitK L v = μ • v) : onSpinor (dot L L) v = (μ * (μ - 1)) • v := by
  have s : pauliDot L v = (μ - 1) • v := by
    rw [sub_smul, one_smul, ← hv, spinOrbitK, add_sub_cancel_right]
  rw [← pauliDot_sq hL, s, pauliDot_smul, s]
  module

/-- Let `L` be an angular momentum and `X` a vector operator with `X·L = 0`, and let `(σ·L + 1)v =
-κ v`. Then `σ·L + 1` acts on `(σ·X)v` as `κ`, while `L²` acts on `v` as `κ(κ + 1)` and on `(σ·X)v`
as `κ(κ - 1)`. -/
theorem kappa_components (hL : IsVectorOperator L L) (hX : IsVectorOperator L X)
    (h0 : dot X L = 0) {κ : ℂ} {v : V × V} (hv : spinOrbitK L v = (-κ) • v) :
    spinOrbitK L (pauliDot X v) = κ • pauliDot X v ∧
    onSpinor (dot L L) v = (κ * (κ + 1)) • v ∧
    onSpinor (dot L L) (pauliDot X v) = (κ * (κ - 1)) • pauliDot X v := by
  -- anticommutation reverses the sign of the eigenvalue
  have hk : spinOrbitK L (pauliDot X v) = κ • pauliDot X v := by
    rw [(anticommute_iff hX).2 h0, hv, pauliDot_smul, neg_smul, neg_neg]
  refine ⟨hk, ?_, orbital_sq_of_eigen hL hk⟩
  rw [orbital_sq_of_eigen hL hv]
  congr 1
  ring

/-- Let `L` be an angular momentum and `X` a vector operator with `X·L = 0`. If `(σ·L + 1)v =
(l+1)v`, then `L²` acts on `v` as `l(l+1)` and on `(σ·X)v` as `(l+1)(l+2)`. If `(σ·L + 1)v =
-(l+1)v`, then `L²` acts on `v` as `(l+1)(l+2)` and on `(σ·X)v` as `l(l+1)`. -/
theorem component_l_values (hL : IsVectorOperator L L) (hX : IsVectorOperator L X)
    (h0 : dot X L = 0) (l : ℕ) (v : V × V) :
    (spinOrbitK L v = ((l : ℂ) + 1) • v →
      onSpinor (dot L L) v = ((l : ℂ) * (l + 1)) • v ∧
      onSpinor (dot L L) (pauliDot X v) = (((l : ℂ) + 1) * (l + 2)) • pauliDot X v) ∧
    (spinOrbitK L v = (-((l : ℂ) + 1)) • v →
      onSpinor (dot L L) v = (((l : ℂ) + 1) * (l + 2)) • v ∧
      onSpinor (dot L L) (pauliDot X v) = ((l : ℂ) * (l + 1)) • pauliDot X v) := by
  constructor
  · intro hv
    have h := kappa_components hL hX h0 (κ := -((l : ℂ) + 1)) (by rw [hv, neg_neg])
    exact ⟨by rw [h.2.1]; congr 1; ring, by rw [h.2.2]; congr 1; ring⟩
  · intro hv
    have h := kappa_components hL hX h0 hv
    exact ⟨by rw [h.2.1]; congr 1; ring, by rw [h.2.2]; congr 1; ring⟩

/-- Orbital angular momentum on the four orbitals `s, p_x, p_y, p_z`. -/
def spL (k : Fin 3) : Module.End ℂ (Fin 4 → ℂ) :=
  Matrix.mulVecLin (![!![0, 0, 0, 0; 0, 0, 0, 0; 0, 0, 0, -I; 0, 0, I, 0],
    !![0, 0, 0, 0; 0, 0, 0, I; 0, 0, 0, 0; 0, -I, 0, 0],
    !![0, 0, 0, 0; 0, 0, -I, 0; 0, I, 0, 0; 0, 0, 0, 0]] k)

/-- Position projected onto the span of the orbitals `s, p_x, p_y, p_z`, in units of its `s`-`p`
matrix element. -/
def spX (k : Fin 3) : Module.End ℂ (Fin 4 → ℂ) :=
  Matrix.mulVecLin (![!![0, 1, 0, 0; 1, 0, 0, 0; 0, 0, 0, 0; 0, 0, 0, 0],
    !![0, 0, 1, 0; 0, 0, 0, 0; 1, 0, 0, 0; 0, 0, 0, 0],
    !![0, 0, 0, 1; 0, 0, 0, 0; 0, 0, 0, 0; 1, 0, 0, 0]] k)

/-- The `s`-`p` operators satisfy all the relations; the spin-up `s` state satisfies the
eigenvalue equation with `κ = -1`, and `σ·X` does not annihilate it. -/
theorem kappa_components_witness :
    IsVectorOperator spL spL ∧ IsVectorOperator spL spX ∧ dot spX spL = 0 ∧
    spinOrbitK spL (![1, 0, 0, 0], 0) = (-(-1 : ℂ)) • (![1, 0, 0, 0], 0) ∧
    pauliDot spX (![1, 0, 0, 0], 0) ≠ 0 := by
  refine ⟨?_, ?_, ?_, ?_, ?_⟩
  · intro i
    fin_cases i <;> refine ⟨?_, ?_, ?_⟩ <;> refine LinearMap.ext fun v => funext fun j => ?_ <;>
    fin_cases j <;> simp [spL, dotProduct, Fin.sum_univ_four] <;> ring
  · intro i
    fin_cases i <;> refine ⟨?_, ?_, ?_⟩ <;> refine LinearMap.ext fun v => funext fun j => ?_ <;>
    fin_cases j <;> simp [spL, spX, dotProduct, Fin.sum_univ_four] <;> ring
  · refine LinearMap.ext fun v => funext fun j => ?_
    fin_cases j <;> simp [dot, spL, spX, dotProduct, Fin.sum_univ_four] <;> ring
  · apply Prod.ext <;> funext j <;> fin_cases j <;>
    simp [spinOrbitK, pauliDot, spL] <;>
    simp [Matrix.vecHead, Matrix.vecTail]
  · intro h
    have h3 := congrFun (congrArg Prod.fst h) 3
    simp [pauliDot, spX, Fin.sum_univ_four] at h3

end

end DiracKappaComponents
```

```lean
#print axioms DiracKappaComponents.component_l_values
-- 'DiracKappaComponents.component_l_values' depends on axioms: [propext, Classical.choice, Quot.sound]
```

## Two eigenvalues of $L^2$ from one $\kappa$

The main theorem is `kappa_components`. It takes a two-component spinor $v$ and a number $\kappa$ with
$$(\sigma\cdot L+1)\,v=-\kappa\,v ,$$
and concludes that
$$(\sigma\cdot L+1)(\sigma\cdot X)v=\kappa\,(\sigma\cdot X)v,$$
$$L^2v=\kappa(\kappa+1)\,v,\qquad L^2(\sigma\cdot X)v=\kappa(\kappa-1)\,(\sigma\cdot X)v .$$

Here $\kappa$ may be any complex number. The theorem `component_l_values` specialises to the integers that occur for an electron in a central field. With $l=0,1,2,\dots$, the choice $\kappa=-(l+1)$ gives $v$ the orbital quantum number $l$ and $(\sigma\cdot X)v$ the number $l+1$. The choice $\kappa=l+1$ gives them $l+1$ and $l$. In both cases $l$ is the smaller of the two values, and not always the one that belongs to $v$. In spectroscopic notation for $v$, the first few cases are:

| state | $\kappa$ | orbital number of $v$ | orbital number of $(\sigma\cdot X)v$ |
|---|---|---|---|
| $s_{1/2}$ | $-1$ | 0 | 1 |
| $p_{1/2}$ | $1$ | 1 | 0 |
| $p_{3/2}$ | $-2$ | 1 | 2 |
| $d_{3/2}$ | $2$ | 2 | 1 |

An eigenvalue equation determines a quantum number only for a nonzero vector, and $(\sigma\cdot X)v$ can vanish. The statement about it is then true but empty.

## Operators, spinors and the condition $X\cdot L=0$

The orbital states form a complex vector space `V` of any dimension, without an inner product. Each of `L` and `X` is a triple of linear operators on it, indexed by $0,1,2$ for $x,y,z$. Matrices are a special case, and no operator is required to be Hermitian. A spinor is a pair in `V × V`, spin-up part first. The function `pauliDot` applies $\sigma\cdot a$ in the standard Pauli representation, `spinOrbitK` is $\sigma\cdot L+1$, and `onSpinor` lets an orbital operator act on both spin parts.

The predicate `IsVectorOperator L X` states $[L_i,X_j]=i\epsilon_{ijk}X_k$ in units with $\hbar=1$. It lists the cases $j=i$, $j=i+1$ and $j=i+2$, with indices counted modulo 3. `IsVectorOperator L L` says that $L$ is an angular momentum.

The hypothesis `dot X L = 0` carries geometric content. Orbital angular momentum $r\times p$ is perpendicular to both position $r$ and momentum $p$, so the condition holds for $X=r$ and for $X=p$. It does not follow from the commutation relations: $X=L$ is a vector operator too, and $L\cdot L$ is not zero in general. The mirror condition $L\cdot X=0$ needs no separate assumption, because $[L_i,X_i]=0$ makes the two products equal. The components of $X$ need not commute with one another.

The Dirac equation supplies the link between the components. For one electron of mass $m$ and total energy $E$, rest energy included, in a spherical potential $U(r)$, the large component $\varphi$ and small component $\chi$ satisfy
$$c\,(\sigma\cdot p)\varphi=(E-U+mc^2)\chi .$$
The bracket on the right depends only on the distance from the centre and so commutes with $L$, so $\chi$ has the orbital quantum number of $(\sigma\cdot p)\varphi$. The file treats the angular algebra alone; the Dirac Hamiltonian and the radial equations do not appear in it.

## Squaring $\sigma\cdot L$

The Pauli matrices obey $\sigma_i\sigma_j=\delta_{ij}+i\epsilon_{ijk}\sigma_k$. Therefore
$$(\sigma\cdot L)^2=L\cdot L+i\,\sigma\cdot(L\times L).$$
The cross product does not vanish, since the components of $L$ do not commute. Its component 2, for example, is $L_0L_1-L_1L_0=iL_2$, and in general $L\times L=iL$. Hence
$$(\sigma\cdot L)^2+\sigma\cdot L=L^2 .$$

Now let $(\sigma\cdot L+1)v=\mu v$. Then $(\sigma\cdot L)v=(\mu-1)v$, and
$$L^2v=\big[(\mu-1)^2+(\mu-1)\big]v=\mu(\mu-1)\,v .$$

A slip that survives a first test is to treat the components of $L$ as commuting numbers and write $(\sigma\cdot L)^2=L^2$. That would give $L^2v=(\kappa+1)^2v$. For $s_{1/2}$, with $\kappa=-1$, the answer is 0, which is correct. For $p_{3/2}$ it is 1 and for $p_{1/2}$ it is 4, where both should be 2.

In Lean, `pauliDot_sq` proves the identity one spin component at a time. For $v=(u,d)$ the upper component of $(\sigma\cdot L)^2v$ is
$$L_2(L_2u+L_0d-iL_1d)+(L_0-iL_1)(L_0u+iL_1u-L_2d)$$
$$=L^2u+i[L_0,L_1]u+[L_2,L_0]d+i[L_1,L_2]d$$
$$=L^2u-(L_2u+L_0d-iL_1d),$$
which is the upper component of $L^2v-(\sigma\cdot L)v$. The lower one works in the same way. The lemma `IsVectorOperator.exchange` turns the commutators into rules for swapping two operators in front of a vector. The rules `e0`, `e1` and `e2` put each product of two different components into a fixed order, `simp only` expands and reorders, and `module` compares the coefficients.

The theorem `orbital_sq_of_eigen` is the eigenvalue step. Its intermediate fact `s` is $(\sigma\cdot L)v=(\mu-1)v$, and `pauliDot_smul` lets the scalar pass through the second application of $\sigma\cdot L$.

## The anticommutator is $2X\cdot L$

The same product rule gives
$$(\sigma\cdot L)(\sigma\cdot X)+(\sigma\cdot X)(\sigma\cdot L)=L\cdot X+X\cdot L+i\,\sigma\cdot(L\times X+X\times L).$$
Since $L_i$ commutes with $X_i$, the scalar terms add up to $2X\cdot L$. Component $k$ of the sum of cross products is
$$\epsilon_{ijk}(L_iX_j+X_iL_j)=\epsilon_{ijk}[L_i,X_j]=i\,\epsilon_{ijk}\epsilon_{ijm}X_m=2i\,X_k ,$$
where the first equality exchanges the names $i$ and $j$ in the second term. The last term of the anticommutator is thus $-2\,\sigma\cdot X$. Replacing $\sigma\cdot L$ by $\sigma\cdot L+1$ adds $2\,\sigma\cdot X$, and the two cancel:
$$\{\sigma\cdot L+1,\ \sigma\cdot X\}=2\,X\cdot L .$$

This is the theorem `anticommutator`. Its proof uses the exchange rules to move every $L$ to the right of every $X$, again for each spin component, and lets `module` collect the terms.

It follows that $\sigma\cdot L+1$ anticommutes with $\sigma\cdot X$ exactly when $X\cdot L=0$, which is `anticommute_iff`. One direction is immediate. For the other, the proof applies the identity to the spinor $(w,0)$ and reads off the upper component, which gives $2(X\cdot L)w=0$ for every $w$.

With $X\cdot L=0$ and $(\sigma\cdot L+1)v=-\kappa v$, anticommutation gives
$$(\sigma\cdot L+1)(\sigma\cdot X)v=-(\sigma\cdot X)(\sigma\cdot L+1)v=\kappa\,(\sigma\cdot X)v .$$
This is `hk` in the proof of `kappa_components`. The formula $L^2=\mu(\mu-1)$ is then used twice. With $\mu=-\kappa$ it gives $\kappa(\kappa+1)$ on $v$, and with $\mu=\kappa$ it gives $\kappa(\kappa-1)$ on $(\sigma\cdot X)v$. Setting $\kappa=-(l+1)$ or $\kappa=l+1$ and simplifying the polynomials yields `component_l_values`.

## One $s$ and three $p$ orbitals

The theorem `kappa_components_witness` checks every hypothesis on a four-dimensional orbital space. `spL` is the angular momentum on $s,p_x,p_y,p_z$, and `spX` is the position operator projected onto the span of these orbitals, in units of its $s$–$p$ matrix element. The spin-up $s$ state has $\kappa=-1$. Applying $\sigma\cdot X$ to it gives
$$(p_z,\ p_x+ip_y),$$
which has norm $\sqrt3$, so the normalised spinor is $(p_z,\ p_x+ip_y)/\sqrt3$. This is a $p_{1/2}$ state, and $L^2$ acts on it as $\kappa(\kappa-1)=2$. The Lean proof checks the relations entry by entry and confirms that the image is nonzero by looking at its $p_z$ coefficient.

The same space shows how the image can vanish. For the $p_{3/2}$ spinor $(p_x+ip_y,\,0)/\sqrt2$, with $\kappa=-2$, the image would need orbital quantum number 2. There are no $d$ orbitals here, and $\sigma\cdot X$ gives zero.

## Reading both $l$ values from $\kappa$ in a radial solver

In relativistic density functional calculations with a spherical, spin-independent effective potential, each one-electron radial problem is labelled by $\kappa$, and a program can obtain both orbital numbers from it. From here on $l$ is the orbital number of the large component, not the smaller of the two numbers as above: $l=\kappa$ if $\kappa>0$ and $l=-\kappa-1$ if $\kappa<0$. For the small component, $l'=\kappa-1$ if $\kappa>0$ and $l'=-\kappa$ if $\kappa<0$.

Let $P$ and $Q$ be the large and small radial functions, each including a factor $r$, which here is the distance from the centre. For a potential that is finite at the origin, the regular solution generally starts as $P\sim r^{l+1}$ and $Q\sim r^{l'+1}$. Where the potential is constant, the regular solutions $P/r$ and $Q/r$ are proportional to the spherical Bessel functions $j_l$ and $j_{l'}$ with the same wave number. For $p_{1/2}$ this means that the small component starts like an $s$ wave.
